# Cumulants other than the second vanish exactly when the moments have centred Gaussian form

## Replacing high moments by powers of the variance

When averages such as \(\langle x^4\rangle\) and \(\langle x^6\rangle\) of a centred Gaussian fluctuation \(x\) turn up in a calculation, they are replaced by \(3g^2\) and \(15g^3\), where \(g=\langle x^2\rangle\), and the odd averages are set to zero. For a normalised sequence of moments with its cumulants defined by the usual binomial recursion, making this replacement at every order is equivalent to keeping the second cumulant \(g\) and setting all the others to zero.

The position of a single harmonic oscillator in thermal equilibrium has moments of this kind about its mean, so the rule applies to thermal averages of powers of the displacement in the harmonic approximation. It does not apply to averages in an excited energy eigenstate, whose position distribution is not Gaussian. It concerns powers of one variable; correlations between several modes need more indices than are used here.

## Moments and cumulants from one recursion

Let \(m_n=\langle x^n\rangle\) be the moments, with \(m_0=1\). The cumulants \(k_1,k_2,\dots\) are the coefficients in the logarithm of the moment generating series:

\[
M(t)=\sum_{n\ge 0} m_n\frac{t^n}{n!},\qquad
\log M(t)=\sum_{j\ge 1} k_j\frac{t^j}{j!}.
\]

Differentiating the logarithm gives \(M'(t)=M(t)\,(\log M)'(t)\). Comparing the coefficients of \(t^n/n!\) on both sides yields

\[
m_{n+1}=\sum_{j=0}^{n}\binom{n}{j}\,k_{j+1}\,m_{n-j}.
\]

This recursion, together with \(m_0=1\), is the starting point of the formal development, which uses no generating series. Its first two instances are \(m_1=k_1\) and \(m_2=k_1m_1+k_2\), so \(k_1\) is the mean and \(k_2=m_2-m_1^2\) is the variance.

## The equivalence and its Lean reading

Write \((2n-1)!!=1\cdot3\cdots(2n-1)\) for the product of the first \(n\) odd numbers, which is 1 for \(n=0\). The main theorem, `centred_gaussian_iff`, says that for sequences \(m,k\) related by the recursion and for any \(g\),

\[
k_2=g,\quad k_j=0\ \ (j\ge1,\ j\ne2)
\quad\Longleftrightarrow\quad
m_{2n}=(2n-1)!!\,g^n,\quad m_{2n+1}=0\ \ (n\ge0).
\]

In Lean, both sequences are functions `ℕ → R`, where `R` is any commutative ring. Taking `R` to be the real numbers gives the case of a real observable, and complex moments are covered as well. The hypothesis `MomentCumulant m k` consists of the normalisation `zero` and the recursion `succ`. The entry `k 0` does not occur in the recursion and is left free, which is why the theorem restricts the vanishing cumulants to `1 ≤ j`. The function `oddDoubleFactorial n` stands for \((2n-1)!!\).

The theorem is a statement about two sequences of scalars. It does not assume that the moments come from a probability distribution, nor does it construct one. In particular, \(g\) may be negative in the real case, although the variance of a real random variable cannot be.

## Separating the mean and the variance

Apply the recursion to \(m_{n+2}\). The term \(j=0\) is \(k_1m_{n+1}\), and the term \(j=1\) is \((n+1)k_2m_n\). Shifting the index of the remaining terms by two gives

\[
m_{n+2}=k_1m_{n+1}+(n+1)k_2m_n
+\sum_{j=0}^{n-1}\binom{n+1}{j+2}k_{j+3}\,m_{n-1-j}.
\]

For \(n=0\) the sum is empty. The remainder contains only cumulants of order three and higher.

This leads to a criterion that allows a non-zero mean: all \(k_j\) with \(j\ge3\) vanish if and only if

\[
m_{n+2}=k_1m_{n+1}+(n+1)k_2m_n\qquad\text{for all } n\ge0.
\]

If the higher cumulants vanish, every term of the remainder is zero, and the two-step recursion follows at once.

For the converse, assume the two-step recursion. Then the remainder is zero for every \(n\). We show \(k_{i+3}=0\) by strong induction on \(i\), supposing that \(k_{j+3}=0\) for all \(j<i\). The remainder for \(n=i+1\) is

\[
0=\sum_{j=0}^{i}\binom{i+2}{j+2}k_{j+3}\,m_{i-j}.
\]

All terms with \(j<i\) vanish by the induction hypothesis. The term \(j=i\) is \(\binom{i+2}{i+2}k_{i+3}m_0=k_{i+3}\), so \(k_{i+3}=0\). The newest cumulant enters with coefficient one, and no division is needed.

## Solving the recursion for zero mean

Suppose first that \(k_2=g\) and all other cumulants vanish. With \(k_1=0\) the two-step recursion becomes

\[
m_{n+2}=(n+1)\,g\,m_n,
\]

which couples only moments of equal parity. The starting values are \(m_0=1\) and \(m_1=k_1=0\). If the claimed formulas hold for \(n\), then

\[
m_{2n+2}=(2n+1)\,g\,(2n-1)!!\,g^n=(2n+1)!!\,g^{n+1},
\qquad
m_{2n+3}=(2n+2)\,g\,m_{2n+1}=0.
\]

Induction gives all the moments.

Conversely, suppose that the moments have the stated form. Then \(m_1=0\) gives \(k_1=0\), and \(m_2=g\) together with \(m_2=k_1m_1+k_2\) gives \(k_2=g\). It remains to check the two-step recursion. For an even index \(n=2c\) it reads

\[
(2c+1)!!\,g^{c+1}=(2c+1)\,g\,(2c-1)!!\,g^c,
\]

which is true by the definition of the double factorial. For an odd index \(n=2c+1\) both sides are zero. The criterion then shows that every cumulant from the third on vanishes.

## The fourth cumulant as a test

For a centred sequence, \(m_1=0\), the first two instances of the recursion give \(k_1=0\) and \(k_2=m_2\). The separated form with \(n=2\) is

\[
m_4=k_1m_3+3k_2m_2+3k_3m_1+k_4m_0=3m_2^2+k_4,
\]

and therefore \(k_4=m_4-3m_2^2\). A non-zero value shows that the moments are not of centred Gaussian form. A zero value settles only the fourth order, since the theorem requires all the other cumulants except the second to vanish too.

## The Lean file

```lean
import Mathlib

open Finset

namespace VanishingHigherCumulants

variable {R : Type*} [CommRing R]

/-- The sequence `m` of moments is normalised and is generated by the cumulants
`k 1, k 2, ...` through the binomial moment-cumulant recursion. -/
structure MomentCumulant (m k : ℕ → R) : Prop where
  zero : m 0 = 1
  succ : ∀ n, m (n + 1) = ∑ j ∈ range (n + 1), (n.choose j : R) * k (j + 1) * m (n - j)

/-- The double factorial `(2n-1)!! = 1 · 3 · 5 ⋯ (2n-1)`, the product of the first `n`
odd numbers. -/
def oddDoubleFactorial (n : ℕ) : ℕ := ∏ i ∈ range n, (2 * i + 1)

/-- Moments defined by the two-step recursion with mean `μ` and variance `g`. -/
def gaussMoment (μ g : R) : ℕ → R
  | 0 => 1
  | 1 => μ
  | n + 2 => μ * gaussMoment μ g (n + 1) + ((n : R) + 1) * g * gaussMoment μ g n

/-- The sequence with value `μ` at index one, `g` at index two and zero at every other index. -/
def gaussCumulant (μ g : R) : ℕ → R
  | 0 => 0
  | 1 => μ
  | 2 => g
  | _ + 3 => 0

/-- The first moment is the first cumulant. -/
theorem MomentCumulant.one {m k : ℕ → R} (h : MomentCumulant m k) : m 1 = k 1 := by
  simpa [h.zero] using h.succ 0

/-- Each moment is the contribution of the first two cumulants plus a remainder that
contains only cumulants of order three and higher. -/
theorem MomentCumulant.split {m k : ℕ → R} (h : MomentCumulant m k) (n : ℕ) :
    m (n + 2) = k 1 * m (n + 1) + ((n : R) + 1) * k 2 * m n
      + ∑ j ∈ range n, ((n + 1).choose (j + 2) : R) * k (j + 3) * m (n + 1 - (j + 2)) := by
  have e := h.succ (n + 1)
  rw [Finset.sum_range_succ', Finset.sum_range_succ'] at e
  have e2 : m (n + 2) =
      ∑ j ∈ range n, ((n + 1).choose (j + 2) : R) * k (j + 3) * m (n + 1 - (j + 2))
      + ((n + 1).choose 1 : R) * k 2 * m n + ((n + 1).choose 0 : R) * k 1 * m (n + 1) := e
  rw [e2, Nat.choose_one_right, Nat.choose_zero_right]
  push_cast
  ring

/-- All cumulants from the third on vanish if and only if the moments obey the two-step
recursion `m (n+2) = k 1 * m (n+1) + (n+1) * k 2 * m n`. -/
theorem higher_cumulants_vanish_iff {m k : ℕ → R} (h : MomentCumulant m k) :
    (∀ j, 3 ≤ j → k j = 0) ↔
      ∀ n : ℕ, m (n + 2) = k 1 * m (n + 1) + ((n : R) + 1) * k 2 * m n := by
  constructor
  · intro hk n
    rw [h.split n, Finset.sum_eq_zero, add_zero]
    intro j _
    rw [hk (j + 3) (by omega)]
    ring
  · intro hm j hj
    obtain ⟨i, rfl⟩ := Nat.exists_eq_add_of_le' hj
    clear hj
    induction i using Nat.strong_induction_on with
    | _ i ih =>
      have e := h.split (i + 1)
      -- the cumulants between the third and the newest one are already known to vanish
      have hz : ∑ j ∈ range i,
          ((i + 1 + 1).choose (j + 2) : R) * k (j + 3) * m (i + 1 + 1 - (j + 2)) = 0 :=
        Finset.sum_eq_zero fun j hj => by
          rw [ih j (Finset.mem_range.mp hj)]
          ring
      have h1 : (i + 1 + 1).choose (i + 2) = 1 := Nat.choose_self _
      have h2 : i + 1 + 1 - (i + 2) = 0 := by omega
      -- the newest cumulant enters with coefficient `m 0 = 1`
      rw [Finset.sum_range_succ, hz, hm (i + 1), h1, h2, h.zero, Nat.cast_one] at e
      linear_combination -e

/-- The second cumulant is `g` and all others vanish if and only if the even moments are
`(2n-1)!! g^n` and the odd moments vanish. -/
theorem centred_gaussian_iff {m k : ℕ → R} (h : MomentCumulant m k) (g : R) :
    (k 2 = g ∧ ∀ j, 1 ≤ j → j ≠ 2 → k j = 0) ↔
      ∀ n : ℕ, m (2 * n) = (oddDoubleFactorial n : R) * g ^ n ∧ m (2 * n + 1) = 0 := by
  have hs : ∀ n, oddDoubleFactorial (n + 1) = oddDoubleFactorial n * (2 * n + 1) :=
    fun n => Finset.prod_range_succ _ _
  constructor
  · rintro ⟨h2, hk⟩ n
    have h1 : k 1 = 0 := hk 1 le_rfl (by norm_num)
    have hr := (higher_cumulants_vanish_iff h).mp
      (fun j hj => hk j (by omega) (by omega))
    -- with zero mean the recursion couples only moments of equal parity
    induction n with
    | zero =>
      exact ⟨by simp [oddDoubleFactorial, h.zero], by simpa [h1] using h.one⟩
    | succ n ih =>
      refine ⟨?_, ?_⟩
      · rw [show 2 * (n + 1) = 2 * n + 2 by ring, hr, h1, h2, ih.1, hs]
        push_cast
        ring
      · rw [show 2 * (n + 1) + 1 = 2 * n + 1 + 2 by ring, hr, h1, ih.2]
        ring
  · intro hm
    -- the first two moments fix the first two cumulants
    have m1 : m 1 = 0 := by simpa using (hm 0).2
    have m2 : m 2 = g := by simpa [oddDoubleFactorial] using (hm 1).1
    have hk1 : k 1 = 0 := h.one.symm.trans m1
    have hk2 : k 2 = g := by
      have e : m 2 = k 1 * m 1 + k 2 := by simpa [h.zero] using h.split 0
      rw [hk1, m2] at e
      linear_combination -e
    have hh : ∀ j, 3 ≤ j → k j = 0 := by
      refine (higher_cumulants_vanish_iff h).mpr fun n => ?_
      rcases Nat.even_or_odd' n with ⟨c, rfl | rfl⟩
      · rw [hk1, hk2, show 2 * c + 2 = 2 * (c + 1) by ring, (hm (c + 1)).1, (hm c).1, hs]
        push_cast
        ring
      · rw [hk1, show 2 * c + 1 + 2 = 2 * (c + 1) + 1 by ring, (hm (c + 1)).2, (hm c).2]
        ring
    refine ⟨hk2, fun j h1 h2 => ?_⟩
    rcases (show j = 1 ∨ 3 ≤ j by omega) with rfl | h3
    · exact hk1
    · exact hh j h3

/-- For zero mean the fourth cumulant is the fourth moment minus three times the square
of the second moment. -/
theorem fourth_cumulant_of_centred {m k : ℕ → R} (h : MomentCumulant m k) (hm : m 1 = 0) :
    k 4 = m 4 - 3 * m 2 ^ 2 := by
  have hk1 : k 1 = 0 := h.one.symm.trans hm
  have e2 : m 2 = k 2 := by simpa [h.zero, hk1] using h.split 0
  have e := h.split 2
  norm_num [Finset.sum_range_succ, Nat.choose, h.zero, hm, hk1] at e
  linear_combination -e + 3 * m 2 * e2

/-- The sequences `gaussMoment μ g` and `gaussCumulant μ g` satisfy the moment-cumulant
recursion for every mean `μ` and variance `g`. -/
theorem momentCumulant_witness (μ g : R) :
    MomentCumulant (gaussMoment μ g) (gaussCumulant μ g) := by
  refine ⟨rfl, fun n => ?_⟩
  cases n with
  | zero => simp [gaussMoment, gaussCumulant]
  | succ n =>
    rw [Finset.sum_range_succ', Finset.sum_range_succ', Finset.sum_eq_zero]
    · -- only the first two cumulants contribute
      show μ * gaussMoment μ g (n + 1) + ((n : R) + 1) * g * gaussMoment μ g n =
        0 + ((n + 1).choose 1 : R) * g * gaussMoment μ g n
          + ((n + 1).choose 0 : R) * μ * gaussMoment μ g (n + 1)
      rw [Nat.choose_one_right, Nat.choose_zero_right]
      push_cast
      ring
    · intro j _
      show _ * (0 : R) * _ = 0
      ring

end VanishingHigherCumulants
```

```lean
#print axioms VanishingHigherCumulants.centred_gaussian_iff
#print axioms VanishingHigherCumulants.fourth_cumulant_of_centred
```

```
'VanishingHigherCumulants.centred_gaussian_iff' depends on axioms: [propext, Classical.choice, Quot.sound]
'VanishingHigherCumulants.fourth_cumulant_of_centred' depends on axioms: [propext, Classical.choice, Quot.sound]
```

## How the code follows the derivation

`MomentCumulant.one` is the instance \(m_1=k_1\) of the recursion. `MomentCumulant.split` is the separated form. Its two uses of `Finset.sum_range_succ'` each take the first term off the sum, which isolates the contributions of \(k_1\) and \(k_2\). The intermediate equation `e2` writes the result with the shifted indices, and the lemmas on binomial coefficients supply the factors \(1\) and \(n+1\).

`higher_cumulants_vanish_iff` is the criterion with arbitrary mean. In the forward direction, `Finset.sum_eq_zero` removes the remainder term by term. In the converse direction, a cumulant index \(j\ge3\) is first written as \(i+3\), and `Nat.strong_induction_on` provides the hypothesis that all earlier higher cumulants vanish. The equation `hz` discards those terms, while `Finset.sum_range_succ` takes off the last term, which contains \(k_{i+3}\). The facts `h1` and `h2` evaluate its binomial coefficient as one and the index of its moment as zero. After the assumed two-step recursion has been inserted, `linear_combination -e` cancels the common terms and leaves \(k_{i+3}=0\).

`centred_gaussian_iff` uses this criterion in both directions. The auxiliary statement `hs` is \((2n+1)!!=(2n-1)!!\,(2n+1)\). From cumulants to moments, `hr` is the two-step recursion, and one ordinary induction carries the even and the odd formula together. From moments to cumulants, `hk1` and `hk2` determine the first two cumulants, and `Nat.even_or_odd'` splits the check of the recursion into the two parities treated above. At the end, an index that is at least one and different from two is either one or at least three, so `hk1` and `hh` cover all cases.

`fourth_cumulant_of_centred` expands the separated form at \(n=2\). The final `linear_combination` solves it for \(k_4\) and uses `e2` to replace \(k_2\) by \(m_2\).

The last theorem, `momentCumulant_witness`, supplies an explicit pair of sequences for every mean \(\mu\) and variance \(g\), so the relation assumed throughout is satisfied by concrete examples. The moments `gaussMoment μ g` are defined by the two-step recursion and begin

\[
1,\quad \mu,\quad \mu^2+g,\quad \mu^3+3\mu g.
\]

The cumulants `gaussCumulant μ g` are \(\mu\) at order one, \(g\) at order two and zero beyond, with the unused entry at order zero also set to zero. The proof again takes the first two terms off the binomial sum. All remaining terms contain a cumulant of order three or higher and vanish by definition, and what is left is the recursion that defines the moments.
